# For a jointly continuous family of radial Dirac solutions, the overlap over a finite interval is continuous in one energy

The declaration concerns a family of solutions (P, Q) of the radial Dirac equations for one particle in a potential V, on a finite interval [a, R] with 0 < a < R. The solutions are assumed jointly continuous in radius and energy, with values at a that do not depend on the energy; they are not assumed normalised. The theorem says that, for fixed E, the overlap ∫ (P(r, E) P(r, E′) + Q(r, E) Q(r, E′)) dr over [a, R] is a continuous function of E′. The attempt clamps the radius to [a, R], so that the integrand becomes continuous on the whole plane, applies a Mathlib theorem on integrals with a parameter, and then shows that clamping changes nothing on the interval of integration.

The first attempt, which Lean rejects:

```lean
import Mathlib

open Set Filter Topology Asymptotics

namespace ContinuousOverlap

/-- A family of solutions `(P, Q)(r, E)` of the radial Dirac equations on `[a, R]`, with
`0 < a < R` and `0 < c`, jointly continuous in radius and energy, whose values at `a` do not
depend on the energy. The energy `E` is counted from the rest energy, in atomic units. -/
structure RadialDiracFamily (c κ a R : ℝ) (V : ℝ → ℝ) (P Q : ℝ → ℝ → ℝ) : Prop where
  c_pos : 0 < c
  a_pos : 0 < a
  a_lt : a < R
  contP : ContinuousOn (fun x : ℝ × ℝ => P x.1 x.2) (Icc a R ×ˢ univ)
  contQ : ContinuousOn (fun x : ℝ × ℝ => Q x.1 x.2) (Icc a R ×ˢ univ)
  eqP : ∀ E, ∀ r ∈ Ioo a R, HasDerivAt (fun s => P s E)
    (-(κ / r) * P r E + (E - V r + 2 * c ^ 2) / c * Q r E) r
  eqQ : ∀ E, ∀ r ∈ Ioo a R, HasDerivAt (fun s => Q s E)
    (κ / r * Q r E - (E - V r) / c * P r E) r
  startP : ∀ E E', P a E = P a E'
  startQ : ∀ E E', Q a E = Q a E'

namespace RadialDiracFamily

variable {c κ a R : ℝ} {V : ℝ → ℝ} {P Q : ℝ → ℝ → ℝ}

/-- The overlap on `[a, R]` of the solution at a fixed energy with the solution at energy `E'`
is continuous in `E'`. -/
theorem continuous_overlap (h : RadialDiracFamily c κ a R V P Q) (E : ℝ) :
    Continuous fun E' => ∫ r in a..R, (P r E * P r E' + Q r E * Q r E') := by
  -- extend the integrand continuously beyond `[a, R]` by clamping the radius
  have cl : ∀ F : ℝ → ℝ → ℝ,
      ContinuousOn (fun x : ℝ × ℝ => F x.1 x.2) (Icc a R ×ˢ univ) →
      ∀ g : ℝ × ℝ → ℝ, Continuous g →
      Continuous (fun x : ℝ × ℝ => F (max a (min x.2 R)) (g x)) :=
    fun F hF g hg => hF.comp_continuous (f := fun x : ℝ × ℝ => (max a (min x.2 R), g x))
      (by fun_prop)
      (fun x => ⟨⟨le_max_left _ _, max_le h.a_lt.le (min_le_right _ _)⟩, mem_univ _⟩)
  have big : Continuous (Function.uncurry fun E' r : ℝ =>
      P (max a (min r R)) E * P (max a (min r R)) E' +
      Q (max a (min r R)) E * Q (max a (min r R)) E') :=
    ((cl P h.contP (fun _ => E) continuous_const).mul
      (cl P h.contP Prod.fst continuous_fst)).add
    ((cl Q h.contQ (fun _ => E) continuous_const).mul
      (cl Q h.contQ Prod.fst continuous_fst))
  refine (intervalIntegral.continuous_parametric_intervalIntegral_of_continuous'
    big a R).congr fun E' => ?_
  apply intervalIntegral.integral_congr
  intro r hr
  rw [uIcc_of_le h.a_lt.le] at hr
  have hm : max a (min r R) = r := by rw [min_eq_left hr.2, max_eq_right hr.1]
  simp only [hm]

end RadialDiracFamily

end ContinuousOverlap
```

Messages:

```
Main.lean:46:10: error: typeclass instance problem is stuck
  MeasureTheory.IsLocallyFiniteMeasure ?m.285

Note: Lean will not try to resolve this typeclass instance problem because the fourth type argument to `MeasureTheory.IsLocallyFiniteMeasure` is a metavariable. This argument must be fully determined before Lean will try to resolve the typeclass.

Hint: Adding type annotations and supplying implicit arguments to functions can give Lean more information for typeclass resolution. For example, if you have a variable `x` that you intend to be a `Nat`, but Lean reports it as having an unresolved type like `?m`, replacing `x` with `(x : Nat)` can get typeclass resolution un-stuck.
```

The mended proof, as a diff:

```diff
@@ -44,6 +44,9 @@
     ((cl Q h.contQ (fun _ => E) continuous_const).mul
       (cl Q h.contQ Prod.fst continuous_fst))
-  refine (intervalIntegral.continuous_parametric_intervalIntegral_of_continuous'
-    big a R).congr fun E' => ?_
+  have hcont : Continuous fun E' : ℝ => ∫ r in a..R,
+      (P (max a (min r R)) E * P (max a (min r R)) E' +
+        Q (max a (min r R)) E * Q (max a (min r R)) E') :=
+    intervalIntegral.continuous_parametric_intervalIntegral_of_continuous' big a R
+  refine hcont.congr fun E' => ?_
   apply intervalIntegral.integral_congr
   intro r hr
```

The message says that Lean could not look for an instance of `MeasureTheory.IsLocallyFiniteMeasure` because the measure was still unknown. `intervalIntegral.continuous_parametric_intervalIntegral_of_continuous'` takes the measure as an implicit argument and needs it to be locally finite. The arguments given, `big a R`, fix the integrand and the endpoints but not the measure. The goal does not fix it either. `Continuous.congr` passes from the continuity of one function to that of another, given a proof that they agree at every point. The goal determines only the second function, whose integral uses the standard measure `volume`. The first function, the clamped integral, could still have been taken with respect to another measure, and the proof that the two agree was left open as `?_`.

The repair first states the continuity of the clamped integral as `hcont`, with its type written out. An integral written without a measure uses `volume`, so when the theorem is checked against that type the measure is determined and the instance can be found. `hcont.congr` then does what the original line intended, and the rest of the proof is unchanged.
